# A screened interaction no larger in any entry can still enlarge a dimer's spin splitting

A two-site dimer holds one spin-up electron in its bonding orbital and no spin-down electron, and its spin splitting, down minus up, is compared under bare Fock exchange and under the static COHSEX self-energy. The bare interaction has strength 1 on each site and 1/2 between sites; the screened one is simply taken to be the identity matrix. The theorem states that both matrices are positive semidefinite and that no entry of the screened one exceeds the bare one in magnitude, yet the splitting's expectation value in the unnormalised orbital (1, −1) rises from 1/2 to 1, or from 1/4 to 1/2 once the orbital is normalised. The attempt proves these claims one by one, and gets the positivity of the bare interaction by writing it as the bonding density matrix plus a product `Aᴴ * A`, an identity it checks entry by entry.

In Lean, a first try:

```lean
import Mathlib

open Matrix
open scoped ComplexOrder Kronecker

namespace EntrywiseScreeningCanEnlarge

noncomputable section

variable {n : Type*} [Fintype n] [DecidableEq n]

/-- The static COHSEX self-energy of one spin channel with density matrix `ρ`: screened exchange
`-ρ_ij W_ij` plus the local Coulomb hole `(W_ii - v_ii)/2`. -/
def cohsex (v W ρ : Matrix n n ℂ) : Matrix n n ℂ :=
  Matrix.of fun i j => -ρ i j * W i j + if i = j then (W i i - v i i) / 2 else 0

/-- The bare Fock exchange `-ρ_ij v_ij` of one spin channel with density matrix `ρ`. -/
def fock (v ρ : Matrix n n ℂ) : Matrix n n ℂ :=
  Matrix.of fun i j => -ρ i j * v i j

/-- The real part of the expectation value of the operator `S` in the orbital `x`
(not necessarily normalised). -/
def expect (x : n → ℂ) (S : Matrix n n ℂ) : ℝ := (star x ⬝ᵥ S *ᵥ x).re

omit [Fintype n] in
/-- The COHSEX self-energies of the two spins differ, down minus up, by the entrywise product of
the spin density matrix `ρup - ρdown` with the screened interaction. -/
theorem cohsex_splitting (v W ρup ρdown : Matrix n n ℂ) :
    cohsex v W ρdown - cohsex v W ρup = (ρup - ρdown).hadamard W := by
  ext i j
  -- the Coulomb hole does not depend on spin and cancels
  simp only [cohsex, Matrix.sub_apply, Matrix.of_apply, Matrix.hadamard_apply]
  ring

/-- The density matrix of one electron in the bonding orbital of a two-site dimer. -/
def bonding : Matrix (Fin 2) (Fin 2) ℂ := !![1/2, 1/2; 1/2, 1/2]

/-- A bare dimer interaction with on-site strength `1` and inter-site strength `1/2`. -/
def dimerBare : Matrix (Fin 2) (Fin 2) ℂ := !![1, 1/2; 1/2, 1]

/-- The bonding density matrix of the dimer is positive semidefinite. -/
theorem bonding_posSemidef : bonding.PosSemidef := by
  have conj_two : (starRingEnd ℂ) 2 = 2 := Complex.conj_eq_iff_im.mpr (by simp)
  -- it is a Hermitian projector
  have h : bonding = bondingᴴ * bonding := by
    ext i j
    fin_cases i <;> fin_cases j <;>
      simp [bonding, Matrix.mul_apply, Fin.sum_univ_succ] <;> norm_num [conj_two]
  rw [h]
  exact Matrix.posSemidef_conjTranspose_mul_self _

/-- Loewner order cannot be replaced by entrywise comparison: in the dimer with one spin-up
bonding electron, `W = 1` is positive semidefinite, as is the bare interaction, and no entry of
`W` exceeds the bare one in magnitude, yet screening raises the splitting in the orbital `(1, -1)`
from `1/2` to `1`. -/
theorem entrywise_screening_can_enlarge :
    (1 : Matrix (Fin 2) (Fin 2) ℂ).PosSemidef ∧ dimerBare.PosSemidef ∧
    (∀ i j, ‖(1 : Matrix (Fin 2) (Fin 2) ℂ) i j‖ ≤ ‖dimerBare i j‖) ∧
    expect ![1, -1] (fock dimerBare 0 - fock dimerBare bonding) = 1 / 2 ∧
    expect ![1, -1] (cohsex dimerBare 1 0 - cohsex dimerBare 1 bonding) = 1 := by
  refine ⟨Matrix.PosSemidef.one, ?_, ?_, ?_, ?_⟩
  · -- the bare interaction is the bonding projector plus half the identity
    have h : dimerBare = bonding +
        (!![1/2, 1/2; 1/2, -1/2] : Matrix (Fin 2) (Fin 2) ℂ)ᴴ * !![1/2, 1/2; 1/2, -1/2] := by
      ext i j
      fin_cases i <;> fin_cases j <;>
        simp [dimerBare, bonding, Matrix.mul_apply, Fin.sum_univ_succ] <;> norm_num
    rw [h]
    exact bonding_posSemidef.add (Matrix.posSemidef_conjTranspose_mul_self _)
  · intro i j
    fin_cases i <;> fin_cases j <;> simp [dimerBare]
  · simp [expect, fock, dimerBare, bonding, Matrix.mulVec, dotProduct, Fin.sum_univ_succ]
    norm_num
  · rw [cohsex_splitting]
    simp [expect, bonding, Matrix.mulVec, dotProduct, Fin.sum_univ_succ]
    norm_num

end

end EntrywiseScreeningCanEnlarge
```

The compiler's answer:

```
Main.lean:64:91: error: unsolved goals
case «0».«0»
⊢ 1 = 1 / 2 + (((starRingEnd ℂ) 2)⁻¹ * (1 / 2) + ((starRingEnd ℂ) 2)⁻¹ * (1 / 2))

case «1».«0»
⊢ ((starRingEnd ℂ) 2)⁻¹ * (1 / 2) + -1 / (starRingEnd ℂ) 2 * (1 / 2) = 0

case «1».«1»
⊢ 1 = 1 / 2 + (((starRingEnd ℂ) 2)⁻¹ * (1 / 2) + -(-1 / (starRingEnd ℂ) 2 * (1 / 2)))
```

Diagnosis. The error lies in the entry-by-entry check of `h`, where three of the four entries are left unproved. The conjugate transpose in `h` puts a complex conjugation on the entries of the matrix, and after simplification this remains as `(starRingEnd ℂ) 2`, the conjugate of the number 2. The three goals are true, since that conjugate is 2 itself, but neither `simp` nor the bare `norm_num` made the replacement, so the arithmetic could not be finished.

The repair proves the missing fact as `conj_two`, on the ground that 2 has zero imaginary part, and hands it to `norm_num`, which can then replace the conjugate by 2 and finish the sums. The same fact already stands in the proof of `bonding_posSemidef`, but a `have` is local to its own proof, so it has to be stated again here. The comment only moves down a line, which has no effect on the proof.

As a diff, the version that Lean accepts:

```diff
@@ -60,10 +60,11 @@
     expect ![1, -1] (cohsex dimerBare 1 0 - cohsex dimerBare 1 bonding) = 1 := by
   refine ⟨Matrix.PosSemidef.one, ?_, ?_, ?_, ?_⟩
-  · -- the bare interaction is the bonding projector plus half the identity
+  · have conj_two : (starRingEnd ℂ) 2 = 2 := Complex.conj_eq_iff_im.mpr (by simp)
+    -- the bare interaction is the bonding projector plus half the identity
     have h : dimerBare = bonding +
         (!![1/2, 1/2; 1/2, -1/2] : Matrix (Fin 2) (Fin 2) ℂ)ᴴ * !![1/2, 1/2; 1/2, -1/2] := by
       ext i j
       fin_cases i <;> fin_cases j <;>
-        simp [dimerBare, bonding, Matrix.mul_apply, Fin.sum_univ_succ] <;> norm_num
+        simp [dimerBare, bonding, Matrix.mul_apply, Fin.sum_univ_succ] <;> norm_num [conj_two]
     rw [h]
     exact bonding_posSemidef.add (Matrix.posSemidef_conjTranspose_mul_self _)
```
